# Orthonormality of SU(2) characters and the character form of the Clebsch–Gordan series

The characters of SU(2) are orthonormal, and the product of two of them is a sum of characters, each occurring once. Here the spin-$j$ character, with $a=2j$, is a finite sum of cosines over the weights, a function of the half-angle $t\in[0,\pi]$, integrated against $(2/\pi)\sin^2 t\,dt$ taken as a definition. The full theorems also include the reduction of Haar measure on SU(2) to this measure, the irreducible representations themselves, and the decomposition of a tensor product with its coupling coefficients; none of these is proved here.

```lean
import Mathlib

open Real

namespace SU2CharacterOrthogonality

noncomputable section

/-- The rotation by the angle `2t` about the quantisation axis for spin `j = a/2`: the diagonal
matrix with entries `exp (i (a - 2k) t)`, `k = 0, ..., a`. -/
def torusElement (a : ℕ) (t : ℝ) : Matrix (Fin (a + 1)) (Fin (a + 1)) ℂ :=
  Matrix.diagonal fun k => Complex.exp (((((a : ℝ) - 2 * ((k : ℕ) : ℝ)) * t : ℝ) : ℂ) * Complex.I)

/-- The SU(2) character of spin `j = a/2` at half-angle `t`, as the sum of `cos (2 m t)` over the
weights `2m = a, a - 2, ..., -a`. -/
def character (a : ℕ) (t : ℝ) : ℝ :=
  ∑ k ∈ Finset.range (a + 1), cos (((a : ℝ) - 2 * (k : ℝ)) * t)

/-- The inner product of two real class functions under the Weyl measure
`(2/π) sin² t dt` on `[0, π]`. -/
def weylInner (f g : ℝ → ℝ) : ℝ :=
  2 / π * ∫ t in (0 : ℝ)..π, f t * g t * sin t ^ 2

/-- The trace of the spin `a/2` rotation matrix equals the real character. -/
theorem trace_torusElement (a : ℕ) (t : ℝ) :
    (torusElement a t).trace = ((character a t : ℝ) : ℂ) := by
  -- the weights come in pairs `± m`, so the sines cancel
  have hs : ∑ k ∈ Finset.range (a + 1), sin (((a : ℝ) - 2 * (k : ℝ)) * t) = 0 := by
    have h : ∑ j ∈ Finset.range (a + 1), sin (((a : ℝ) - 2 * ((a + 1 - 1 - j : ℕ) : ℝ)) * t)
        = ∑ k ∈ Finset.range (a + 1), sin (((a : ℝ) - 2 * (k : ℝ)) * t) :=
      Finset.sum_range_reflect (fun k : ℕ => sin (((a : ℝ) - 2 * (k : ℝ)) * t)) (a + 1)
    have h2 : ∑ j ∈ Finset.range (a + 1), sin (((a : ℝ) - 2 * ((a + 1 - 1 - j : ℕ) : ℝ)) * t)
        = -∑ k ∈ Finset.range (a + 1), sin (((a : ℝ) - 2 * (k : ℝ)) * t) := by
      rw [← Finset.sum_neg_distrib]
      refine Finset.sum_congr rfl fun k hk => ?_
      have hk' : k ≤ a := by
        have := Finset.mem_range.mp hk
        omega
      have e : a + 1 - 1 - k = a - k := by omega
      rw [e, Nat.cast_sub hk', ← sin_neg]
      congr 1
      ring
    linarith
  unfold torusElement character
  rw [Matrix.trace_diagonal]
  apply Complex.ext
  · rw [Complex.re_sum, Complex.ofReal_re]
    simp only [Complex.exp_ofReal_mul_I_re]
    exact Fin.sum_univ_eq_sum_range (fun k : ℕ => cos (((a : ℝ) - 2 * (k : ℝ)) * t)) (a + 1)
  · rw [Complex.im_sum, Complex.ofReal_im]
    simp only [Complex.exp_ofReal_mul_I_im]
    exact (Fin.sum_univ_eq_sum_range
      (fun k : ℕ => sin (((a : ℝ) - 2 * (k : ℝ)) * t)) (a + 1)).trans hs

/-- The character of spin 0 is `1` and the character of spin 1/2 is `2 cos t`. -/
theorem character_zero_one (t : ℝ) : character 0 t = 1 ∧ character 1 t = 2 * cos t := by
  constructor
  · simp [character]
  · unfold character
    have h1 : (((1 : ℕ) : ℝ) - 2 * ((0 : ℕ) : ℝ)) * t = t := by norm_num
    have h2 : (((1 : ℕ) : ℝ) - 2 * ((1 : ℕ) : ℝ)) * t = -t := by norm_num
    rw [Finset.sum_range_succ, Finset.sum_range_one, h1, h2, cos_neg]
    ring

/-- Raising the spin by one unit adds the two extreme weights:
`χ_{a+2} = χ_a + 2 cos ((a+2) t)`. -/
theorem character_add_two (a : ℕ) (t : ℝ) :
    character (a + 2) t = character a t + 2 * cos (((a : ℝ) + 2) * t) := by
  have h1 : ∑ k ∈ Finset.range (a + 1), cos ((((a + 2 : ℕ) : ℝ) - 2 * ((k + 1 : ℕ) : ℝ)) * t)
      = ∑ k ∈ Finset.range (a + 1), cos (((a : ℝ) - 2 * (k : ℝ)) * t) :=
    Finset.sum_congr rfl fun k _ => by
      congr 1
      push_cast
      ring
  have h2 : cos ((((a + 2 : ℕ) : ℝ) - 2 * ((a + 2 : ℕ) : ℝ)) * t) = cos (((a : ℝ) + 2) * t) := by
    rw [← cos_neg]
    congr 1
    push_cast
    ring
  have h3 : cos ((((a + 2 : ℕ) : ℝ) - 2 * ((0 : ℕ) : ℝ)) * t) = cos (((a : ℝ) + 2) * t) := by
    congr 1
    push_cast
    ring
  -- split off the first and the last term of the sum
  have h : ∀ f : ℕ → ℝ, ∑ k ∈ Finset.range (a + 2 + 1), f k
      = ∑ k ∈ Finset.range (a + 1), f (k + 1) + f 0 + f (a + 2) := by
    intro f
    rw [Finset.sum_range_succ f (a + 2), Finset.sum_range_succ' f (a + 1)]
  unfold character
  rw [h, h1, h2, h3]
  ring

/-- Each character is a continuous function of the angle. -/
theorem character_continuous : ∀ a : ℕ, Continuous (character a)
  | 0 => by
    have h : character 0 = fun _ => 1 := funext fun t => (character_zero_one t).1
    rw [h]
    exact continuous_const
  | 1 => by
    have h : character 1 = fun t => 2 * cos t := funext fun t => (character_zero_one t).2
    rw [h]
    fun_prop
  | n + 2 => by
    have ih := character_continuous n
    have h : character (n + 2) = fun t => character n t + 2 * cos (((n : ℝ) + 2) * t) :=
      funext (character_add_two n)
    have hc : Continuous fun t : ℝ => 2 * cos (((n : ℝ) + 2) * t) := by fun_prop
    rw [h]
    exact ih.add hc

/-- The Weyl character formula for SU(2) in product form: `χ_a(t) sin t = sin ((a+1) t)`. -/
theorem weyl_character_formula (t : ℝ) :
    ∀ a : ℕ, character a t * sin t = sin (((a : ℝ) + 1) * t)
  | 0 => by
    rw [(character_zero_one t).1]
    simp
  | 1 => by
    have e : (((1 : ℕ) : ℝ) + 1) * t = 2 * t := by
      push_cast
      ring
    rw [(character_zero_one t).2, e, sin_two_mul]
    ring
  | n + 2 => by
    have ih := weyl_character_formula t n
    have h1 : (((n + 2 : ℕ) : ℝ) + 1) * t = ((n : ℝ) + 2) * t + t := by
      push_cast
      ring
    have h2 : ((n : ℝ) + 1) * t = ((n : ℝ) + 2) * t - t := by ring
    rw [h2, sin_sub] at ih
    rw [character_add_two n t, h1, sin_add]
    linear_combination ih

/-- For an integer frequency `m`, the integral of `cos (m t)` over `[0, π]` is `π` for `m = 0`
and `0` otherwise. -/
theorem integral_cos_integer_frequency (m : ℤ) :
    ∫ t in (0 : ℝ)..π, cos ((m : ℝ) * t) = if m = 0 then π else 0 := by
  split_ifs with h
  · simp [h]
  · have hm : (m : ℝ) ≠ 0 := by exact_mod_cast h
    have hd : ∀ t ∈ Set.uIcc (0 : ℝ) π,
        HasDerivAt (fun x : ℝ => sin ((m : ℝ) * x) / (m : ℝ)) (cos ((m : ℝ) * t)) t := by
      intro t _
      have h1 : HasDerivAt (fun x : ℝ => (m : ℝ) * x) (m : ℝ) t := by
        simpa using (hasDerivAt_id t).const_mul (m : ℝ)
      have h2 := h1.sin.div_const (m : ℝ)
      exact h2.congr_deriv (by field_simp)
    have hc : Continuous fun t : ℝ => cos ((m : ℝ) * t) := by fun_prop
    rw [intervalIntegral.integral_eq_sub_of_hasDerivAt hd (hc.intervalIntegrable _ _)]
    simp [sin_int_mul_pi]

/-- For naturals `a, b`, `(2/π) ∫₀^π sin ((a+1) t) sin ((b+1) t) dt` is `1` if `a = b` and `0`
otherwise. -/
theorem sine_orthonormality (a b : ℕ) :
    2 / π * ∫ t in (0 : ℝ)..π, sin (((a : ℝ) + 1) * t) * sin (((b : ℝ) + 1) * t)
      = if a = b then 1 else 0 := by
  -- product-to-sum formula
  have h : ∀ t : ℝ, sin (((a : ℝ) + 1) * t) * sin (((b : ℝ) + 1) * t)
      = 1 / 2 * (cos ((((a : ℤ) - b : ℤ) : ℝ) * t) - cos ((((a : ℤ) + b + 2 : ℤ) : ℝ) * t)) := by
    intro t
    have e1 : (((a : ℤ) - b : ℤ) : ℝ) * t = ((a : ℝ) + 1) * t - ((b : ℝ) + 1) * t := by
      push_cast
      ring
    have e2 : (((a : ℤ) + b + 2 : ℤ) : ℝ) * t = ((a : ℝ) + 1) * t + ((b : ℝ) + 1) * t := by
      push_cast
      ring
    rw [e1, e2, cos_sub, cos_add]
    ring
  have hc : ∀ m : ℤ,
      IntervalIntegrable (fun t : ℝ => cos ((m : ℝ) * t)) MeasureTheory.volume 0 π := by
    intro m
    have hm : Continuous fun t : ℝ => cos ((m : ℝ) * t) := by fun_prop
    exact hm.intervalIntegrable _ _
  have h0 : (a : ℤ) + b + 2 ≠ 0 := by omega
  simp only [h]
  rw [intervalIntegral.integral_const_mul,
    intervalIntegral.integral_sub (hc ((a : ℤ) - b)) (hc ((a : ℤ) + b + 2)),
    integral_cos_integer_frequency, integral_cos_integer_frequency, if_neg h0]
  -- only the difference frequency can vanish
  by_cases hab : a = b
  · have h1 : (a : ℤ) - b = 0 := by omega
    rw [if_pos h1, if_pos hab]
    calc 2 / π * (1 / 2 * (π - 0)) = π / π := by ring
      _ = 1 := div_self pi_ne_zero
  · have h1 : (a : ℤ) - b ≠ 0 := by omega
    rw [if_neg h1, if_neg hab]
    simp

/-- The SU(2) characters are orthonormal under the Weyl measure. -/
theorem character_orthonormality (a b : ℕ) :
    weylInner (character a) (character b) = if a = b then 1 else 0 := by
  have h : ∀ t : ℝ, character a t * character b t * sin t ^ 2
      = sin (((a : ℝ) + 1) * t) * sin (((b : ℝ) + 1) * t) := by
    intro t
    rw [← weyl_character_formula t a, ← weyl_character_formula t b]
    ring
  unfold weylInner
  simp only [h]
  exact sine_orthonormality a b

/-- The three-term recurrence of the characters: `2 cos t · χ_{a+1} = χ_{a+2} + χ_a`. -/
theorem character_recurrence (t : ℝ) :
    ∀ a : ℕ, 2 * cos t * character (a + 1) t = character (a + 2) t + character a t
  | 0 => by
    show 2 * cos t * character 1 t = character (0 + 2) t + character 0 t
    have e : (((0 : ℕ) : ℝ) + 2) * t = 2 * t := by norm_num
    rw [character_add_two 0 t, (character_zero_one t).1, (character_zero_one t).2, e,
      cos_two_mul]
    ring
  | 1 => by
    show 2 * cos t * character (0 + 2) t = character (1 + 2) t + character 1 t
    have e : (((0 : ℕ) : ℝ) + 2) * t = 2 * t := by norm_num
    have e' : (((1 : ℕ) : ℝ) + 2) * t = 3 * t := by norm_num
    rw [character_add_two 0 t, character_add_two 1 t, (character_zero_one t).1,
      (character_zero_one t).2, e, e', cos_two_mul, cos_three_mul]
    ring
  | n + 2 => by
    show 2 * cos t * character (n + 1 + 2) t = character (n + 2 + 2) t + character (n + 2) t
    have ih := character_recurrence t n
    have h0 := character_add_two n t
    have h1 := character_add_two (n + 1) t
    have h2 := character_add_two (n + 2) t
    have e0 : ((n : ℝ) + 2) * t = ((n : ℝ) + 3) * t - t := by ring
    have e1 : (((n + 1 : ℕ) : ℝ) + 2) * t = ((n : ℝ) + 3) * t := by
      push_cast
      ring
    have e2 : (((n + 2 : ℕ) : ℝ) + 2) * t = ((n : ℝ) + 3) * t + t := by
      push_cast
      ring
    rw [e0, cos_sub] at h0
    rw [e1] at h1
    rw [e2, cos_add] at h2
    linear_combination 2 * cos t * h1 + ih - h2 - h0

/-- Splitting the highest spin off a product of characters:
`χ_{a+1} χ_{b+1} = χ_{a+b+2} + χ_a χ_b`. -/
theorem character_mul_succ (t : ℝ) (a : ℕ) :
    ∀ b : ℕ, character (a + 1) t * character (b + 1) t
      = character (a + b + 2) t + character a t * character b t
  | 0 => by
    show character (a + 1) t * character 1 t
      = character (a + 2) t + character a t * character 0 t
    rw [(character_zero_one t).1, (character_zero_one t).2]
    linear_combination character_recurrence t a
  | 1 => by
    show character (a + 1) t * character (0 + 2) t
      = character (a + 1 + 2) t + character a t * character 1 t
    have r0 : 2 * cos t * character 1 t = character (0 + 2) t + character 0 t :=
      character_recurrence t 0
    rw [(character_zero_one t).1, (character_zero_one t).2] at r0
    have r1 := character_recurrence t a
    have r2 : 2 * cos t * character (a + 2) t = character (a + 1 + 2) t + character (a + 1) t :=
      character_recurrence t (a + 1)
    rw [(character_zero_one t).2]
    linear_combination -character (a + 1) t * r0 + 2 * cos t * r1 + r2
  | n + 2 => by
    have e : a + (n + 2) + 2 = a + n + 4 := by omega
    have e1 : a + (n + 1) + 2 = a + n + 3 := by omega
    have ih0 := character_mul_succ t a n
    have ih1 : character (a + 1) t * character (n + 2) t
        = character (a + n + 3) t + character a t * character (n + 1) t := by
      have h := character_mul_succ t a (n + 1)
      rw [e1] at h
      exact h
    have r1 : 2 * cos t * character (n + 2) t = character (n + 3) t + character (n + 1) t :=
      character_recurrence t (n + 1)
    have r2 := character_recurrence t n
    have r3 : 2 * cos t * character (a + n + 3) t
        = character (a + n + 4) t + character (a + n + 2) t :=
      character_recurrence t (a + n + 2)
    rw [e]
    show character (a + 1) t * character (n + 3) t
      = character (a + n + 4) t + character a t * character (n + 2) t
    -- both sides obey the three-term recurrence in the second index
    linear_combination -character (a + 1) t * r1 + 2 * cos t * ih1 - ih0 + r3
      + character a t * r2

/-- The Clebsch-Gordan series for characters: `χ_a χ_{a+d}` is the sum of
`χ_d, χ_{d+2}, ..., χ_{d+2a}` at every angle. -/
theorem clebsch_gordan_series (t : ℝ) (a d : ℕ) :
    character a t * character (a + d) t
      = ∑ k ∈ Finset.range (a + 1), character (d + 2 * k) t := by
  induction a with
  | zero => simp [(character_zero_one t).1]
  | succ n ih =>
    have e1 : n + 1 + d = n + d + 1 := by omega
    have e2 : d + 2 * (n + 1) = n + (n + d) + 2 := by omega
    rw [Finset.sum_range_succ, ← ih, e1, character_mul_succ t n (n + d), e2]
    ring

/-- The Weyl inner product of `χ_a χ_b` with `χ_c` is `1` if `a, b, c` satisfy the triangle
inequalities with `a + b + c` even, and `0` otherwise. -/
theorem triangle_rule (a b c : ℕ) :
    weylInner (fun t => character a t * character b t) (character c)
      = if c ≤ a + b ∧ a ≤ b + c ∧ b ≤ a + c ∧ (a + b + c) % 2 = 0 then 1 else 0 := by
  induction a generalizing b with
  | zero =>
    have h : (fun t => character 0 t * character b t) = character b := by
      funext t
      rw [(character_zero_one t).1, one_mul]
    rw [h, character_orthonormality]
    split_ifs <;> first | (exfalso; omega) | norm_num
  | succ n ih =>
    cases b with
    | zero =>
      have h : (fun t => character (n + 1) t * character 0 t) = character (n + 1) := by
        funext t
        rw [(character_zero_one t).1, mul_one]
      rw [h, character_orthonormality]
      split_ifs <;> first | (exfalso; omega) | norm_num
    | succ m =>
      have i1 : IntervalIntegrable
          (fun t => character (n + m + 2) t * character c t * sin t ^ 2)
          MeasureTheory.volume 0 π := by
        apply Continuous.intervalIntegrable
        exact ((character_continuous (n + m + 2)).mul (character_continuous c)).mul
          (continuous_sin.pow 2)
      have i2 : IntervalIntegrable
          (fun t => character n t * character m t * character c t * sin t ^ 2)
          MeasureTheory.volume 0 π := by
        apply Continuous.intervalIntegrable
        exact (((character_continuous n).mul (character_continuous m)).mul
          (character_continuous c)).mul (continuous_sin.pow 2)
      -- split off the highest spin under the integral
      have hsplit : weylInner (fun t => character (n + 1) t * character (m + 1) t) (character c)
          = weylInner (character (n + m + 2)) (character c)
            + weylInner (fun t => character n t * character m t) (character c) := by
        simp only [weylInner]
        rw [← mul_add, ← intervalIntegral.integral_add i1 i2]
        congr 1
        refine intervalIntegral.integral_congr fun t _ => ?_
        rw [character_mul_succ t n m]
        ring
      rw [hsplit, character_orthonormality, ih m]
      split_ifs <;> first | (exfalso; omega) | norm_num

end

end SU2CharacterOrthogonality
```

```lean
#print axioms SU2CharacterOrthogonality.trace_torusElement
#print axioms SU2CharacterOrthogonality.clebsch_gordan_series
#print axioms SU2CharacterOrthogonality.triangle_rule
```

```
'SU2CharacterOrthogonality.trace_torusElement' depends on axioms: [propext, Classical.choice, Quot.sound]
'SU2CharacterOrthogonality.clebsch_gordan_series' depends on axioms: [propext, Classical.choice, Quot.sound]
'SU2CharacterOrthogonality.triangle_rule' depends on axioms: [propext, Classical.choice, Quot.sound]
```

## What the statements say

`torusElement a t` is the diagonal $(a+1)\times(a+1)$ matrix with entries $e^{i(a-2k)t}=e^{im\theta}$, where $m=a/2-k$ and $\theta=2t$ is the rotation angle about the quantisation axis. The opposite sign convention $e^{-im\theta}$ only reorders the entries. `character a t` is $\chi_a(t)=\sum_{k=0}^{a}\cos((a-2k)t)$, and `trace_torusElement` identifies it with the trace. Had $\chi_a$ been defined as $\sin((a+1)t)/\sin t$, Lean's division by zero would give $0$ at $t=0$ and $t=\pi$; the cosine sum is correct at every $t$. `weylInner f g` is $\langle f,g\rangle=\frac{2}{\pi}\int_0^\pi f g\sin^2 t\,dt$ for real functions.

The central result, `sine_orthonormality`, reads
$$\frac{2}{\pi}\int_0^\pi \sin((a+1)t)\,\sin((b+1)t)\,dt=\delta_{ab}$$
for all naturals $a,b$, and `character_orthonormality` restates it as $\langle\chi_a,\chi_b\rangle=\delta_{ab}$. `clebsch_gordan_series` gives $\chi_a\chi_{a+d}=\sum_{k=0}^{a}\chi_{d+2k}$ at every real $t$; writing the larger index as $a+d$ avoids $|a-b|$. `triangle_rule` says that $\langle\chi_a\chi_b,\chi_c\rangle$ is $1$ when $c\le a+b$, $a\le b+c$, $b\le a+c$ and $a+b+c$ is even, and $0$ otherwise.

## The physics

At the level of characters and for two angular momenta only, these identities encode the rule that $j_1$ and $j_2$ couple to $J=|j_1-j_2|,\dots,j_1+j_2$, each once; for two electron spins $\chi_1\chi_1=\chi_0+\chi_2$ is the singlet plus the triplet. Reading the inner product as a multiplicity relies on the representation theory named above. The weight matters: without $\sin^2 t$ one finds $\int_0^\pi\chi_0\chi_2\,dt=\int_0^\pi(1+2\cos 2t)\,dt=\pi$.

## Why it is true

*Trace.* The substitution $k\to a-k$ sends the weight $a-2k$ to its negative, so $\sum_k\sin((a-2k)t)$ equals minus itself and vanishes. In the proof `hs` does this with `Finset.sum_range_reflect`, and real and imaginary parts are then compared.

*Weyl formula.* Directly, $\chi_0=1$ and $\chi_1=2\cos t$ (`character_zero_one`). The weights of $\chi_{a+2}$ are those of $\chi_a$ together with $\pm(a+2)$, so $\chi_{a+2}=\chi_a+2\cos((a+2)t)$; `character_add_two` splits off the first and last terms. An induction in steps of two now gives `character_continuous` and `weyl_character_formula`, $\chi_a\sin t=\sin((a+1)t)$. The cases $a=0,1$ are $\sin t$ and $\sin 2t$. With $x=(n+2)t$ the step is
$$\chi_{n+2}\sin t=\sin(x-t)+2\cos x\sin t=\sin(x+t),$$
which is the expansion by `sin_sub` and `sin_add` closed by `linear_combination ih`.

*Orthonormality.* For an integer frequency $m\neq0$ (here not the magnetic quantum number), $\int_0^\pi\cos mt\,dt=\sin(m\pi)/m=0$, and for $m=0$ it is $\pi$. `integral_cos_integer_frequency` checks the antiderivative in `hd` and finishes with `sin_int_mul_pi`. The product formula gives
$$\sin((a+1)t)\sin((b+1)t)=\tfrac12\left[\cos((a-b)t)-\cos((a+b+2)t)\right],$$
with the frequencies taken in $\mathbb{Z}$ so that $a-b$ may be negative. The sum frequency is never zero (`h0`), so the integral is $\frac{\pi}{2}\delta_{ab}$, and the factor $2/\pi$ normalises it. Since $\chi_a\chi_b\sin^2 t$ is this product of sines, `character_orthonormality` follows.

*Recurrence.* `character_recurrence` states $2\cos t\,\chi_{a+1}=\chi_{a+2}+\chi_a$. The cases $a=0,1$ are the double- and triple-angle formulas. For the step,
$$2\cos t\,\chi_{n+3}=2\cos t\,\chi_{n+1}+4\cos t\cos((n+3)t)=\chi_{n+2}+\chi_n+2\cos((n+4)t)+2\cos((n+2)t),$$
and regrouping gives $\chi_{n+4}+\chi_{n+2}$. The final `linear_combination` combines these equations.

*Splitting off the top spin.* Put $D_b=\chi_{a+1}\chi_{b+1}-\chi_{a+b+2}-\chi_a\chi_b$. Each term obeys the recurrence in $b$, so $D_{b+2}=2\cos t\,D_{b+1}-D_b$. Here $D_0=0$ is the recurrence itself. For $D_1$, use $\chi_2=4\cos^2t-1$ and apply the recurrence twice: $4\cos^2t\,\chi_{a+1}=\chi_{a+3}+\chi_{a+1}+\chi_a\chi_1$. Hence all $D_b$ vanish, which is `character_mul_succ`; `r1`, `r2`, `r3` are the recurrences for the three terms.

*Series.* At fixed $d$, $\chi_{n+1}\chi_{n+d+1}=\chi_{d+2(n+1)}+\chi_n\chi_{n+d}$, so each step of the induction on $a$ appends the next term, starting from $\chi_0\chi_d=\chi_d$.

*Triangle rule.* The proof uses the splitting identity under the integral, not the series. Continuity gives integrability (`i1`, `i2`), and `hsplit` with orthonormality yields
$$\langle\chi_{n+1}\chi_{m+1},\chi_c\rangle=\delta_{c,\,n+m+2}+\langle\chi_n\chi_m,\chi_c\rangle .$$
By induction the last term is $1$ exactly for $c=|n-m|,|n-m|+2,\dots,n+m$, and the delta adds the new value $n+m+2$, producing the allowed set for $(n+1,m+1)$. When either index is zero the product is a single character and the condition forces $c$ to equal the other index. `split_ifs` enumerates the cases, and `omega` discards the arithmetically impossible ones.
